# For non-interacting fragments with a_i < b_i, the Padé energy a²/(a − b) is additive exactly when a_i b_j = a_j b_i for all pairs

Take two non-interacting fragments whose separate second- and third-order contributions to the Møller–Plesset energy are (a, b) = (−2, −1) and (−3, −1), in any energy unit. Resumming each pair (a, b) to

F(a, b) = a²/(a − b)

gives −4 and −4.5, together −8.5. Each order is additive when the reference determinant of the composite separates into those of the fragments. The composite then has (−5, −2), and its resummed energy is −25/3 ≈ −8.33. The composite lies 1/6 too high because the fragments have different ratios b/a, and resummation of the totals imposes a single ratio on both.

## The additivity error as a weighted sum of squares

Label the fragments i = 0, …, n and write

d_i = a_i − b_i, A = Σ a_i, B = Σ b_i, D = A − B = Σ d_i.

If every d_i < 0, then

F(A, B) − Σ F(a_i, b_i) = Σ (−d_i)(a_i/d_i − A/D)² ≥ 0.

The resummed composite energy is therefore never below the sum of the fragment values. Equality holds exactly when a_i b_j = a_j b_i for all i, j.

For a negative second-order energy, d_i < 0 means that the third-order term is positive, zero, or negative with smaller magnitude.

## Size-consistency tests on resummed energies

A regression test may compare a well-separated dimer with its monomers. For non-interacting fragments whose orders add, the Padé value can fail this test with correct second- and third-order energies. A dimer of identical monomers does not reveal the effect; a dimer of different ones generally does.

## From the geometric series to the error formula

For |b| < |a|, the series with first term a and ratio b/a sums to

a + b + b²/a + … = a/(1 − b/a) = a²/(a − b).

For the error, set r_i = a_i/d_i, so that d_i r_i = a_i and d_i r_i² = F(a_i, b_i). For any real x,

Σ (−d_i)(r_i − x)² = 2xA − x²D − Σ F(a_i, b_i).

At x = A/D the first two terms become 2A²/D − A²/D = F(A, B), which gives the formula.

Since every −d_i is positive, the error vanishes only if every r_i equals A/D. Then r_i = r_j, so

a_i(a_j − b_j) = a_j(a_i − b_i),

and hence a_i b_j = a_j b_i. Conversely, summing this condition over j gives a_i B = A b_i, hence a_i D = A d_i and r_i = A/D.

For two fragments, labelled 1 and 2, a common denominator gives

error = −(a₁d₂ − a₂d₁)²/(d₁d₂D) = −(a₁b₂ − a₂b₁)²/(d₁d₂D).

For m identical fragments, F(ma, mb) = m²a²/(m(a − b)) = m F(a, b). With a single fragment, the error is zero and the condition is trivial.

## The Lean file

```lean
import Mathlib

open Finset

namespace PadeResummation

noncomputable section

/-- The resummed correlation energy `a² / (a - b)` built from the second-order energy `a` and
the third-order energy `b`, for `a ≠ b`. -/
def pade (a b : ℝ) : ℝ := a ^ 2 / (a - b)

/-- If the third-order energy is smaller in magnitude than the second-order energy, the resummed
energy is the sum of the geometric series with first term `a` and ratio `b / a`. -/
theorem hasSum_pade {a b : ℝ} (h : |b| < |a|) :
    HasSum (fun n : ℕ => a * (b / a) ^ n) (pade a b) := by
  have ha : a ≠ 0 := abs_pos.mp (lt_of_le_of_lt (abs_nonneg b) h)
  have hr : |b / a| < 1 := by
    rw [abs_div, div_lt_one (abs_pos.mpr ha)]
    exact h
  have hs : 1 - b / a = (a - b) / a := by
    rw [sub_div, div_self ha]
  have he : pade a b = a * (1 - b / a)⁻¹ := by
    rw [hs, inv_div, pade]
    ring
  rw [he]
  exact (hasSum_geometric_of_abs_lt_one hr).mul_left a

/-- The additivity error of the resummed energy for two fragments with `a - b < 0`,
in closed form. -/
theorem pade_two_defect {a₁ b₁ a₂ b₂ : ℝ} (h₁ : a₁ - b₁ < 0) (h₂ : a₂ - b₂ < 0) :
    pade (a₁ + a₂) (b₁ + b₂) - (pade a₁ b₁ + pade a₂ b₂) =
      -((a₁ * b₂ - a₂ * b₁) ^ 2 /
        ((a₁ - b₁) * (a₂ - b₂) * (a₁ + a₂ - (b₁ + b₂)))) := by
  have n₁ := h₁.ne
  have n₂ := h₂.ne
  have n₃ : a₁ + a₂ - (b₁ + b₂) ≠ 0 := by
    apply ne_of_lt
    linarith
  unfold pade
  field_simp
  ring

/-- For two fragments with `a - b < 0`, the resummed energy is additive if and only if
`a₁ b₂ = a₂ b₁`. -/
theorem pade_two_additive_iff {a₁ b₁ a₂ b₂ : ℝ} (h₁ : a₁ - b₁ < 0) (h₂ : a₂ - b₂ < 0) :
    pade (a₁ + a₂) (b₁ + b₂) = pade a₁ b₁ + pade a₂ b₂ ↔ a₁ * b₂ = a₂ * b₁ := by
  have n₃ : a₁ + a₂ - (b₁ + b₂) ≠ 0 := by
    apply ne_of_lt
    linarith
  have hne := mul_ne_zero (mul_ne_zero h₁.ne h₂.ne) n₃
  rw [← sub_eq_zero, pade_two_defect h₁ h₂, neg_eq_zero, div_eq_zero_iff,
    or_iff_left hne, pow_eq_zero_iff two_ne_zero, sub_eq_zero]

/-- For `n + 1` fragments with `a i - b i < 0`, the additivity error is a weighted sum of squared
deviations of the fragment ratios `a / (a - b)` from the ratio of the whole system. -/
theorem pade_defect {n : ℕ} (a b : Fin (n + 1) → ℝ) (h : ∀ i, a i - b i < 0) :
    pade (∑ i, a i) (∑ i, b i) - ∑ i, pade (a i) (b i) =
      ∑ i, (b i - a i) *
        (a i / (a i - b i) - (∑ j, a j) / (∑ j, a j - ∑ j, b j)) ^ 2 := by
  have hlt : ∑ i, a i < ∑ i, b i :=
    sum_lt_sum_of_nonempty univ_nonempty (fun i _ => sub_neg.mp (h i))
  -- expand the squares around an arbitrary reference ratio `x`
  have key : ∀ x : ℝ, ∑ i, (b i - a i) * (a i / (a i - b i) - x) ^ 2 =
      2 * x * ∑ i, a i - x ^ 2 * (∑ i, a i - ∑ i, b i) - ∑ i, pade (a i) (b i) := by
    intro x
    rw [← sum_sub_distrib, mul_sum, mul_sum, ← sum_sub_distrib, ← sum_sub_distrib]
    refine sum_congr rfl fun i _ => ?_
    have hq : a i / (a i - b i) * (a i - b i) = a i := div_mul_cancel₀ _ (h i).ne
    unfold pade
    linear_combination (2 * x - a i / (a i - b i)) * hq
  rw [key]
  -- the ratio of the whole system turns the first two terms into its resummed energy
  have hX : (∑ i, a i) / (∑ i, a i - ∑ i, b i) * (∑ i, a i - ∑ i, b i) = ∑ i, a i :=
    div_mul_cancel₀ _ (sub_neg.mpr hlt).ne
  generalize ∑ i, pade (a i) (b i) = P
  unfold pade
  linear_combination ((∑ i, a i) / (∑ i, a i - ∑ i, b i)) * hX

/-- For fragments with `a i - b i < 0`, the resummed energy of the whole system is never below
the sum of the resummed fragment energies. -/
theorem sum_pade_le {n : ℕ} (a b : Fin (n + 1) → ℝ) (h : ∀ i, a i - b i < 0) :
    ∑ i, pade (a i) (b i) ≤ pade (∑ i, a i) (∑ i, b i) := by
  rw [← sub_nonneg, pade_defect a b h]
  exact sum_nonneg fun i _ => mul_nonneg (by linarith [h i]) (sq_nonneg _)

/-- For `n + 1` fragments with `a i - b i < 0`, the resummed energy is additive if and only if
`a i * b j = a j * b i` for every pair of fragments. -/
theorem pade_additive_iff {n : ℕ} (a b : Fin (n + 1) → ℝ) (h : ∀ i, a i - b i < 0) :
    pade (∑ i, a i) (∑ i, b i) = ∑ i, pade (a i) (b i) ↔
      ∀ i j, a i * b j = a j * b i := by
  have hlt : ∑ i, a i < ∑ i, b i :=
    sum_lt_sum_of_nonempty univ_nonempty (fun i _ => sub_neg.mp (h i))
  rw [← sub_eq_zero, pade_defect a b h, sum_eq_zero_iff_of_nonneg
    (fun i _ => mul_nonneg (by linarith [h i]) (sq_nonneg _))]
  constructor
  · intro h0 i j
    -- every fragment has the ratio of the whole system
    have hr : ∀ k, a k / (a k - b k) = (∑ j, a j) / (∑ j, a j - ∑ j, b j) := by
      intro k
      have hk : b k - a k ≠ 0 := by
        apply ne_of_gt
        linarith [h k]
      have hz := (mul_eq_zero.mp (h0 k (mem_univ k))).resolve_left hk
      exact sub_eq_zero.mp ((pow_eq_zero_iff two_ne_zero).mp hz)
    have hij := (hr i).trans (hr j).symm
    rw [div_eq_div_iff (h i).ne (h j).ne] at hij
    linear_combination -hij
  · intro hc i _
    -- summing the pair conditions over the second fragment
    have hs : a i * ∑ j, b j = (∑ j, a j) * b i := by
      rw [mul_sum, sum_mul]
      exact sum_congr rfl fun j _ => hc i j
    have hr : a i / (a i - b i) = (∑ j, a j) / (∑ j, a j - ∑ j, b j) := by
      rw [div_eq_div_iff (h i).ne (sub_neg.mpr hlt).ne]
      linear_combination -hs
    rw [hr, sub_self]
    ring

/-- For `n + 1` identical fragments with `a - b < 0`, the total energies again satisfy this
inequality, and the resummed energy is `n + 1` times that of one fragment. -/
theorem pade_identical (n : ℕ) {a b : ℝ} (h : a - b < 0) :
    ((n : ℝ) + 1) * a - ((n : ℝ) + 1) * b < 0 ∧
      pade (((n : ℝ) + 1) * a) (((n : ℝ) + 1) * b) = ((n : ℝ) + 1) * pade a b := by
  have hn : (0 : ℝ) < (n : ℝ) + 1 := by positivity
  have hd : ((n : ℝ) + 1) * a - ((n : ℝ) + 1) * b < 0 := by
    rw [← mul_sub]
    exact mul_neg_of_pos_of_neg hn h
  refine ⟨hd, ?_⟩
  have hq : a ^ 2 / (a - b) * (a - b) = a ^ 2 := div_mul_cancel₀ _ h.ne
  unfold pade
  rw [div_eq_iff hd.ne]
  linear_combination -((n : ℝ) + 1) ^ 2 * hq

/-- Two different fragments, with energies `(-2, -1)` and `(-3, -1)`, whose resummed energies sum
to strictly less than the resummed energy of the pair. -/
theorem pade_different_strict :
    pade (-2) (-1) + pade (-3) (-1) < pade (-2 + -3) (-1 + -1) := by
  norm_num [pade]

end

end PadeResummation
```

```lean
#print axioms PadeResummation.pade_two_additive_iff
#print axioms PadeResummation.pade_additive_iff
#print axioms PadeResummation.pade_identical
#print axioms PadeResummation.pade_different_strict
```

```
'PadeResummation.pade_two_additive_iff' depends on axioms: [propext, Classical.choice, Quot.sound]
'PadeResummation.pade_additive_iff' depends on axioms: [propext, Classical.choice, Quot.sound]
'PadeResummation.pade_identical' depends on axioms: [propext, Classical.choice, Quot.sound]
'PadeResummation.pade_different_strict' depends on axioms: [propext, Classical.choice, Quot.sound]
```

## What the theorems say, and under which assumptions

`pade` is F on real numbers. A family `Fin (n + 1) → ℝ` holds one energy per fragment, with at least one fragment, and `h` states d_i < 0 for each. `pade_defect` is the error formula, `sum_pade_le` the inequality and `pade_additive_iff` the equality condition. `pade_two_defect` and `pade_two_additive_iff` treat two fragments, `pade_identical` treats n + 1 copies and shows that the total keeps a negative difference, and `pade_different_strict` is the opening example. `hasSum_pade` is the geometric series.

In `pade_defect`, `key` expands the squares for arbitrary `x`, using the cancelled quotient `hq`, which is d_i r_i = a_i. The last step takes x = A/D and uses `hX`, which is (A/D)D = A.

The equality condition turns on `sum_eq_zero_iff_of_nonneg`. It converts one equation, a vanishing sum, into n + 1 equations, one per term, provided that no term is negative. The sign of d_i supplies that proviso; with mixed signs and three or more fragments, non-zero terms could cancel. `hr` then recovers r_i = A/D from each vanishing term, and in the reverse direction `hs` is the condition summed over j.

Additivity of the second- and third-order energies is an assumption, built in by passing the sums to `pade`; it is not derived from a Hamiltonian. Interacting fragments and rounding error are not modelled, and nothing is said about how close F comes to the exact correlation energy.
